# Real matrices attain the same DQG energies as complex ones when the reduced Hamiltonian is real symmetric

## Where does the current go if I keep only real matrices?

I write $g_{ik}=\langle a_i^\dagger a_k\rangle$ for the one-particle density matrix and $D_{(ij),(kl)}=\langle a_i^\dagger a_j^\dagger a_l a_k\rangle$ for the two-particle one, over a finite set of spin-orbitals. For a fixed number of electrons, I minimise the energy over pairs $(g,D)$ for which $D$, the two-hole matrix $Q$ and the particle-hole matrix $G$ are positive semidefinite. My integrals are real, and I would like to declare all matrices real from the start.

But let $\phi_1$ and $\phi_2$ be real orbitals of the same spin on two neighbouring sites. An electron in the orbital $(\phi_1+i\phi_2)/\sqrt2$ has $g_{12}=i/2$, and in general it carries a current between the two sites. If I drop the imaginary part, I have a different matrix. Why should it still satisfy the positivity conditions, and could I be throwing away the pair with the lowest energy?

## Averaging with the transpose keeps positivity and energy

The current is lost, but no energy is. The other two matrices, in the same index order, are

$$Q_{(ij),(kl)}=\langle a_i a_j a_l^\dagger a_k^\dagger\rangle,\qquad G_{(ij),(kl)}=\langle a_i^\dagger a_j a_l^\dagger a_k\rangle .$$

No product of one-particle expectation values is subtracted from $G$, as some definitions do. The energy is $\operatorname{tr}(KD)$, where the real symmetric matrix $K$ is the reduced Hamiltonian. For $N\ge2$ electrons with one-body integrals $h_{ik}$ and two-body integrals $\langle ij|kl\rangle$, it is

$$K_{(ij),(kl)}=\frac{h_{ik}\,\delta_{jl}}{N-1}+\tfrac12\langle ij|kl\rangle .$$

**$Q$ and $G$ in terms of $g$ and $D$.** Use $a_i a_j^\dagger=\delta_{ij}-a_j^\dagger a_i$ to move creators to the left. First,

$$a_i a_j a_l^\dagger a_k^\dagger=\delta_{jl}\,a_i a_k^\dagger-(a_i a_l^\dagger)(a_j a_k^\dagger).$$

The product in the last term is

$$\delta_{il}\delta_{jk}-\delta_{il}a_k^\dagger a_j-\delta_{jk}a_l^\dagger a_i+a_l^\dagger a_i a_k^\dagger a_j,$$

and its final term equals $\delta_{ik}a_l^\dagger a_j-a_l^\dagger a_k^\dagger a_i a_j$. Taking expectation values gives

$$\begin{aligned}Q_{(ij),(kl)}={}&\delta_{ik}\delta_{jl}-\delta_{il}\delta_{jk}-\delta_{jl}g_{ki}+\delta_{il}g_{kj}\\&+\delta_{jk}g_{li}-\delta_{ik}g_{lj}+D_{(lk),(ji)}.\end{aligned}$$

A single exchange gives

$$G_{(ij),(kl)}=\delta_{jl}\,g_{ik}-D_{(il),(kj)}.$$

Every coefficient is real. Replacing $g$ and $D$ by their entrywise real parts therefore replaces $Q$ and $G$ by theirs:

$$Q(\operatorname{Re}g,\operatorname{Re}D)=\operatorname{Re}Q(g,D),\qquad G(\operatorname{Re}g,\operatorname{Re}D)=\operatorname{Re}G(g,D).$$

**Positivity.** A positive semidefinite matrix $M$ is Hermitian, so $M_{ji}=\overline{M_{ij}}$ and

$$\operatorname{Re}M=\tfrac12(M+M^{T}).$$

For any vector $x$, $x^\dagger M^{T}x=\bar x^\dagger M\bar x\ge0$. Thus $M^T$ is positive semidefinite, and so is the average. Apply this to $D$, $Q$ and $G$.

**Energy.** Since $K^T=K$,

$$\operatorname{tr}(KD^{T})=\operatorname{tr}\big((DK)^{T}\big)=\operatorname{tr}(DK)=\operatorname{tr}(KD).$$

Hence $\operatorname{tr}(K\operatorname{Re}D)=\tfrac12[\operatorname{tr}(KD)+\operatorname{tr}(KD^T)]=\operatorname{tr}(KD)$.

**Particle number and contraction.** The remaining conditions are

$$D_{(ji),q}=-D_{(ij),q},\qquad \operatorname{tr}g=N,\qquad \sum_jD_{(ij),(kj)}=(N-1)g_{ik}.$$

They have real coefficients, so taking real parts on both sides preserves them. Every energy of a complex feasible pair is thus attained by a real one. Conversely, a real feasible pair is already a complex feasible pair, so the two sets of energies coincide.

In your example, $\operatorname{Re}g$ is diagonal with entries $1/2$. It describes an equal mixture of the orbitals with phases $+i$ and $-i$, whose currents cancel. For one electron the energy is $\sum_{ik}h_{ik}g_{ik}$, and a real symmetric $h$ gives $g$ and $\operatorname{Re}g$ the same value.

For variational two-particle density-matrix calculations with exactly these conditions, in a finite basis with real integrals, the semidefinite program can therefore use real symmetric matrices without changing its lower bound.

## What the Lean definitions and theorems say

The finite type `ι` labels spin-orbitals, and `ι × ι` labels ordered pairs, including pairs with equal members. `realPart` takes the real part of each entry and keeps the result as a complex matrix; it is not the Hermitian part of an operator. `qMatrix` and `gMatrix` are the two formulas above, with entries of the identity matrix serving as Kronecker deltas.

`maps_eq_expectation` connects these formulas to fermions. It takes annihilators `c` and creators `cd` in a complex algebra, assumes $c_i c^\dagger_j+c^\dagger_j c_i=\delta_{ij}$, and takes a linear functional `ω` with value one on the identity. This functional plays the part of the expectation value; its positivity isn't needed for the identities. `maps_eq_expectation_witness` supplies an instance: two Jordan–Wigner modes with a quarter of the trace as the functional.

`positivity_and_energy_realPart` assumes only that $D$, $Q$ and $G$ are positive semidefinite. It concludes that all three remain so for the real parts, and that `trace (K D)` is unchanged for every real symmetric `K`. The expression `K.map Complex.ofReal` is the same real matrix read as a complex one.

`IsDQG N g D` adds antisymmetry, particle number and contraction. `isDQG_witness` shows that your one-electron state, with its complex $g$ and with $D=0$, satisfies all of them. `real_matrices_suffice` then states the equality of the two sets of attained values at the same $N$.

Three limits matter for the physics:

- The DQG conditions are necessary for a pair to come from an $N$-electron state, but in general they aren't sufficient. The equality concerns energies of this relaxed problem.
- `K` is an arbitrary real symmetric matrix. Passing to a molecule requires building it from the integrals as above, which in turn requires a basis and a Hamiltonian with real integrals. A magnetic field or spin–orbit coupling will generally break this condition.
- For $N=1$ the conditions force $D=0$, so $\operatorname{tr}(KD)=0$ and the one-electron energy isn't contained in it.

```lean
import Mathlib

open Matrix
open scoped ComplexOrder

namespace RealDensityMatrices

noncomputable section

variable {ι : Type*} [DecidableEq ι]

/-- The entrywise real part of a complex matrix, again regarded as a complex matrix. -/
def realPart {m n : Type*} (M : Matrix m n ℂ) : Matrix m n ℂ :=
  M.map fun z => (z.re : ℂ)

/-- The two-hole matrix `Q` as an affine function of the one-particle matrix `g` and the
two-particle matrix `D`. -/
def qMatrix (g : Matrix ι ι ℂ) (D : Matrix (ι × ι) (ι × ι) ℂ) :
    Matrix (ι × ι) (ι × ι) ℂ :=
  Matrix.of fun p q =>
    (1 : Matrix ι ι ℂ) p.1 q.1 * (1 : Matrix ι ι ℂ) p.2 q.2
      - (1 : Matrix ι ι ℂ) p.1 q.2 * (1 : Matrix ι ι ℂ) p.2 q.1
      - (1 : Matrix ι ι ℂ) p.2 q.2 * g q.1 p.1
      + (1 : Matrix ι ι ℂ) p.1 q.2 * g q.1 p.2
      + (1 : Matrix ι ι ℂ) p.2 q.1 * g q.2 p.1
      - (1 : Matrix ι ι ℂ) p.1 q.1 * g q.2 p.2
      + D (q.2, q.1) (p.2, p.1)

/-- The particle-hole matrix `G` as a linear function of `g` and `D`. -/
def gMatrix (g : Matrix ι ι ℂ) (D : Matrix (ι × ι) (ι × ι) ℂ) :
    Matrix (ι × ι) (ι × ι) ℂ :=
  Matrix.of fun p q =>
    (1 : Matrix ι ι ℂ) p.2 q.2 * g p.1 q.1 - D (p.1, q.2) (q.1, p.2)

/-- If annihilators `c` and creators `cd` obey the mixed anticommutation relation and `ω` is a
normalized linear functional, then `Q` and `G` built from the one- and two-particle matrices of
`ω` are the expectation values of `c i c j cd l cd k` and `cd i c j cd l c k`. -/
theorem maps_eq_expectation {A : Type*} [Ring A] [Algebra ℂ A] (c cd : ι → A)
    (h : ∀ i j, c i * cd j + cd j * c i = (1 : Matrix ι ι ℂ) i j • (1 : A))
    (ω : A →ₗ[ℂ] ℂ) (hω : ω 1 = 1) (i j k l : ι) :
    let g : Matrix ι ι ℂ := Matrix.of fun p q => ω (cd p * c q)
    let D : Matrix (ι × ι) (ι × ι) ℂ :=
      Matrix.of fun p q => ω (cd p.1 * cd p.2 * c q.2 * c q.1)
    qMatrix g D (i, j) (k, l) = ω (c i * c j * cd l * cd k) ∧
      gMatrix g D (i, j) (k, l) = ω (cd i * c j * cd l * c k) := by
  intro g D
  have hs : ∀ p q, c p * cd q = (1 : Matrix ι ι ℂ) p q • (1 : A) - cd q * c p :=
    fun p q => eq_sub_of_add_eq (h p q)
  constructor
  · -- move the creators to the left, one exchange at a time
    have e1 : c i * c j * cd l * cd k = (1 : Matrix ι ι ℂ) j l • (c i * cd k)
        - (c i * cd l) * (c j * cd k) := by
      rw [mul_assoc (c i) (c j) (cd l), hs j l]
      simp only [mul_sub, sub_mul, mul_smul_comm, smul_mul_assoc, mul_one, mul_assoc]
    have e2 : (c i * cd l) * (c j * cd k)
        = ((1 : Matrix ι ι ℂ) i l * (1 : Matrix ι ι ℂ) j k) • (1 : A)
          - (1 : Matrix ι ι ℂ) i l • (cd k * c j) - (1 : Matrix ι ι ℂ) j k • (cd l * c i)
          + cd l * (c i * cd k) * c j := by
      rw [hs i l, hs j k]
      simp only [mul_sub, sub_mul, mul_smul_comm, smul_mul_assoc, mul_one, one_mul, mul_assoc]
      module
    have e3 : cd l * (c i * cd k) * c j
        = (1 : Matrix ι ι ℂ) i k • (cd l * c j) - cd l * cd k * c i * c j := by
      rw [hs i k]
      simp only [mul_sub, sub_mul, mul_smul_comm, smul_mul_assoc, mul_one, mul_assoc]
    rw [e1, e2, e3, hs i k]
    simp only [map_sub, map_add, map_smul, smul_eq_mul, hω, qMatrix, g, D, Matrix.of_apply]
    ring
  · have e : cd i * c j * cd l * c k
        = (1 : Matrix ι ι ℂ) j l • (cd i * c k) - cd i * cd l * c j * c k := by
      rw [mul_assoc (cd i) (c j) (cd l), hs j l]
      simp only [mul_sub, sub_mul, mul_smul_comm, smul_mul_assoc, mul_one, mul_assoc]
    rw [e]
    simp only [map_sub, map_smul, smul_eq_mul, gMatrix, g, D, Matrix.of_apply]

/-- Jordan–Wigner annihilators of two fermionic modes. -/
def jordanWigner : Fin 2 → Matrix (Fin 4) (Fin 4) ℂ :=
  ![!![0, 0, 1, 0; 0, 0, 0, 1; 0, 0, 0, 0; 0, 0, 0, 0],
    !![0, 1, 0, 0; 0, 0, 0, 0; 0, 0, 0, -1; 0, 0, 0, 0]]

/-- The Jordan–Wigner matrices and their adjoints obey the mixed anticommutation relation, and
a quarter of the trace is a normalized functional on them. -/
theorem maps_eq_expectation_witness :
    (∀ i j, jordanWigner i * (jordanWigner j)ᴴ + (jordanWigner j)ᴴ * jordanWigner i
      = (1 : Matrix (Fin 2) (Fin 2) ℂ) i j • (1 : Matrix (Fin 4) (Fin 4) ℂ)) ∧
    ((4⁻¹ : ℂ) • Matrix.traceLinearMap (Fin 4) ℂ ℂ) 1 = 1 := by
  constructor
  · intro i j
    ext a b
    -- expand the products entrywise before inserting the matrices
    simp only [Matrix.add_apply, Matrix.mul_apply, Matrix.conjTranspose_apply,
      Matrix.smul_apply, Fin.sum_univ_four]
    fin_cases i <;> fin_cases j <;> fin_cases a <;> fin_cases b <;> simp [jordanWigner]
  · simp

/-- The real part of a Hermitian matrix is the average of the matrix and its transpose. -/
theorem realPart_eq {n : Type*} {M : Matrix n n ℂ} (h : M.IsHermitian) :
    realPart M = ((1 / 2 : ℝ) : ℂ) • (M + Mᵀ) := by
  ext i j
  have hij : M j i = star (M i j) := (h.apply j i).symm
  simp only [realPart, Matrix.map_apply, Matrix.smul_apply, Matrix.add_apply,
    Matrix.transpose_apply, smul_eq_mul]
  rw [hij, Complex.star_def, Complex.add_conj]
  push_cast
  ring

/-- The real part of a positive semidefinite matrix is positive semidefinite. -/
theorem posSemidef_realPart {n : Type*} [Fintype n] {M : Matrix n n ℂ}
    (h : M.PosSemidef) : (realPart M).PosSemidef := by
  rw [realPart_eq h.isHermitian]
  exact (h.add h.transpose).smul (Complex.zero_le_real.mpr (by norm_num))

/-- Building `Q` and `G` commutes with taking real parts. -/
theorem maps_realPart (g : Matrix ι ι ℂ) (D : Matrix (ι × ι) (ι × ι) ℂ) :
    qMatrix (realPart g) (realPart D) = realPart (qMatrix g D) ∧
      gMatrix (realPart g) (realPart D) = realPart (gMatrix g D) := by
  constructor <;> ext p q <;>
    simp only [qMatrix, gMatrix, realPart, Matrix.of_apply, Matrix.map_apply,
      Matrix.one_apply] <;>
    split_ifs <;> simp

variable [Fintype ι]

/-- If `D`, `Q` and `G` are positive semidefinite, they remain so when `g` and `D` are replaced
by their real parts, and `trace (K D)` is unchanged for every real symmetric `K`. -/
theorem positivity_and_energy_realPart {g : Matrix ι ι ℂ} {D : Matrix (ι × ι) (ι × ι) ℂ}
    (hD : D.PosSemidef) (hQ : (qMatrix g D).PosSemidef) (hG : (gMatrix g D).PosSemidef) :
    (realPart D).PosSemidef ∧ (qMatrix (realPart g) (realPart D)).PosSemidef ∧
      (gMatrix (realPart g) (realPart D)).PosSemidef ∧
      ∀ K : Matrix (ι × ι) (ι × ι) ℝ, K.IsSymm →
        (K.map Complex.ofReal * realPart D).trace = (K.map Complex.ofReal * D).trace := by
  refine ⟨posSemidef_realPart hD, ?_, ?_, fun K hK => ?_⟩
  · rw [(maps_realPart g D).1]
    exact posSemidef_realPart hQ
  · rw [(maps_realPart g D).2]
    exact posSemidef_realPart hG
  · have hKc : (K.map Complex.ofReal)ᵀ = K.map Complex.ofReal := by
      rw [← Matrix.transpose_map, hK.eq]
    -- a symmetric `K` does not distinguish `D` from its transpose
    have ht : (K.map Complex.ofReal * Dᵀ).trace = (K.map Complex.ofReal * D).trace := by
      calc (K.map Complex.ofReal * Dᵀ).trace
          = ((D * K.map Complex.ofReal)ᵀ).trace := by rw [Matrix.transpose_mul, hKc]
        _ = _ := by rw [Matrix.trace_transpose, Matrix.trace_mul_comm]
    rw [realPart_eq hD.isHermitian, Matrix.mul_smul, Matrix.mul_add, Matrix.trace_smul,
      Matrix.trace_add, ht, smul_eq_mul]
    push_cast
    ring

/-- The DQG conditions for `N` fermions: antisymmetry, particle number, contraction of `D` to
`g`, and positivity of `D`, `Q` and `G`. -/
structure IsDQG (N : ℕ) (g : Matrix ι ι ℂ) (D : Matrix (ι × ι) (ι × ι) ℂ) : Prop where
  antisymm : ∀ i j q, D (j, i) q = -D (i, j) q
  number : g.trace = N
  contraction : ∀ i k, ∑ j, D (i, j) (k, j) = ((N : ℂ) - 1) * g i k
  posD : D.PosSemidef
  posQ : (qMatrix g D).PosSemidef
  posG : (gMatrix g D).PosSemidef

/-- For `N = 1`, the matrix `g` with rows `(1/2, i/2)` and `(-i/2, 1/2)`, taken with `D = 0`,
satisfies the DQG conditions. -/
theorem isDQG_witness :
    IsDQG 1 !![1 / 2, Complex.I / 2; -Complex.I / 2, 1 / 2]
      (0 : Matrix (Fin 2 × Fin 2) (Fin 2 × Fin 2) ℂ) := by
  refine ⟨by simp, ?_, by simp, Matrix.PosSemidef.zero, ?_, ?_⟩
  · rw [Matrix.trace_fin_two]
    norm_num
  · -- one particle in two modes leaves no pair of holes
    have hq : qMatrix !![1 / 2, Complex.I / 2; -Complex.I / 2, 1 / 2]
        (0 : Matrix (Fin 2 × Fin 2) (Fin 2 × Fin 2) ℂ) = 0 := by
      ext ⟨i, j⟩ ⟨k, l⟩
      fin_cases i <;> fin_cases j <;> fin_cases k <;> fin_cases l <;>
        simp [qMatrix] <;> ring
    rw [hq]
    exact Matrix.PosSemidef.zero
  · have h2 : (starRingEnd ℂ) 2 = 2 := by
      apply Complex.ext <;> simp
    -- here `G` is an orthogonal projector
    have hg : gMatrix !![1 / 2, Complex.I / 2; -Complex.I / 2, 1 / 2]
        (0 : Matrix (Fin 2 × Fin 2) (Fin 2 × Fin 2) ℂ)
        = (gMatrix !![1 / 2, Complex.I / 2; -Complex.I / 2, 1 / 2] 0)ᴴ
          * gMatrix !![1 / 2, Complex.I / 2; -Complex.I / 2, 1 / 2] 0 := by
      ext ⟨i, j⟩ ⟨k, l⟩
      fin_cases i <;> fin_cases j <;> fin_cases k <;> fin_cases l <;>
        simp [gMatrix, Matrix.mul_apply, Fintype.sum_prod_type, Complex.ext_iff, h2] <;>
        norm_num
    rw [hg]
    exact Matrix.posSemidef_conjTranspose_mul_self _

/-- The real parts of a pair satisfying the DQG conditions satisfy them with the same `N`. -/
theorem IsDQG.realPart {N : ℕ} {g : Matrix ι ι ℂ} {D : Matrix (ι × ι) (ι × ι) ℂ}
    (h : IsDQG N g D) :
    IsDQG N (RealDensityMatrices.realPart g) (RealDensityMatrices.realPart D) := by
  obtain ⟨h1, h2, h3, -⟩ := positivity_and_energy_realPart h.posD h.posQ h.posG
  refine ⟨fun i j q => ?_, ?_, fun i k => ?_, h1, h2, h3⟩
  · simp [RealDensityMatrices.realPart, h.antisymm i j q]
  · have := congrArg (fun z : ℂ => (z.re : ℂ)) h.number
    simpa [RealDensityMatrices.realPart, Matrix.trace, Complex.re_sum] using this
  · have := congrArg (fun z : ℂ => (z.re : ℂ)) (h.contraction i k)
    simpa [RealDensityMatrices.realPart, Complex.re_sum] using this

/-- For a real symmetric `K`, the values of `trace (K D)` attained under the DQG conditions by
complex matrices are exactly those attained by real matrices. -/
theorem real_matrices_suffice (N : ℕ) {K : Matrix (ι × ι) (ι × ι) ℝ} (hK : K.IsSymm) :
    {E : ℂ | ∃ g D, IsDQG N g D ∧ (K.map Complex.ofReal * D).trace = E} =
      {E : ℂ | ∃ (g : Matrix ι ι ℝ) (D : Matrix (ι × ι) (ι × ι) ℝ),
        IsDQG N (g.map Complex.ofReal) (D.map Complex.ofReal) ∧
          (K.map Complex.ofReal * D.map Complex.ofReal).trace = E} := by
  ext E
  constructor
  · rintro ⟨g, D, h, hE⟩
    have ht := (positivity_and_energy_realPart h.posD h.posQ h.posG).2.2.2 K hK
    exact ⟨g.map Complex.re, D.map Complex.re, h.realPart, ht.trans hE⟩
  · rintro ⟨g, D, h, hE⟩
    exact ⟨_, _, h, hE⟩

end

end RealDensityMatrices
```

```lean
#print axioms RealDensityMatrices.maps_eq_expectation
#print axioms RealDensityMatrices.real_matrices_suffice
```

```
'RealDensityMatrices.maps_eq_expectation' depends on axioms: [propext, Classical.choice, Quot.sound]
'RealDensityMatrices.real_matrices_suffice' depends on axioms: [propext, Classical.choice, Quot.sound]
```

## From operator exchanges to equal energy sets

In `maps_eq_expectation`, `hs` is the exchange rule solved for $c_i c^\dagger_j$. The equations `e1`, `e2` and `e3` are the three operator identities derived for $Q$, in that order, and `e` is the single exchange for $G$. Linearity of `ω` turns the operator identities into identities between numbers, and `ring` collects the terms of $Q$. The Jordan–Wigner instance is checked entry by entry.

`realPart_eq` proves $\operatorname{Re}M=\frac12(M+M^T)$ from the Hermitian relation between $M_{ij}$ and $M_{ji}$. `posSemidef_realPart` then combines three facts: the transpose of a positive semidefinite matrix is positive semidefinite, so is the sum of two such matrices, and so is a nonnegative multiple. `maps_realPart` splits into cases according to which Kronecker deltas are one or zero; in each case the claim is additivity of the real part.

In `positivity_and_energy_realPart`, the positivity of the new $Q$ and $G$ follows by rewriting them as real parts of the old ones. For the energy, `hKc` records the symmetry of $K$, and `ht` is the chain of trace identities above. Substituting the average for `realPart D` finishes the calculation.

The proof of `isDQG_witness` finds $Q=0$, because one electron in two modes leaves only one hole. It writes $G$ as $G^\dagger G$, which is positive semidefinite. `IsDQG.realPart` takes its positivity statements from `positivity_and_energy_realPart` and obtains the number and contraction conditions by applying the real part to both sides.

Finally, `real_matrices_suffice` proves the two inclusions separately. From a complex pair it chooses `g.map Complex.re` and `D.map Complex.re`, with feasibility from `IsDQG.realPart` and the same energy from the trace identity. In the other direction it uses the real pair as it stands.
